# Rows of a two-body Hamiltonian at half filling become sparse as the number of spin orbitals grows

Put three electrons into six spin orbitals and take the determinant $R=\{1,2,3\}$. Of the 20 determinants, one is $R$ itself, $3\cdot 3=9$ differ from it by one replacement, $3\cdot 3=9$ by two, and only $\{4,5,6\}$ by three. A Hamiltonian term with at most two creation operators can bring in at most two new orbitals, so it cannot connect $R$ with $\{4,5,6\}$. At most 19 of the 20 entries in the row of $R$ are nonzero.

With ten electrons in twenty spin orbitals, the same count allows 2126 entries out of 184756, about 1.2%. For full configuration interaction in a finite basis of orthonormal spin orbitals, with one- and two-body terms, such counts bound the number of nonzero entries in each row of the Hamiltonian matrix.

## Determinants as sets of orbitals

```lean
import Mathlib

open Finset
open Filter (Tendsto atTop)
open scoped Topology Filter

namespace ExcitationCounting

noncomputable section

variable {α : Type*} [Fintype α] [LinearOrder α]
```

The type `α` is the finite set of spin orbitals. Its linear order fixes the order of the creation operators in a determinant, and hence the signs. A determinant is a `Finset α`, the set of its occupied orbitals.

```lean
/-- The fermionic sign for creating or annihilating orbital `p` in the determinant `D`:
one factor `-1` for each occupied orbital that precedes `p`. -/
def phase (D : Finset α) (p : α) : ℂ := (-1) ^ #{q ∈ D | q < p}
```

For a determinant $D$ and an orbital $p$, this is the fermionic sign $(-1)^{k}$, where $k$ is the number of occupied orbitals $q\in D$ with $q<p$. The symbol `#` means "number of elements of".

```lean
/-- The matrix element `⟨R| a†_p a_r |D⟩` between two determinants. -/
def oneBody (p r : α) (R D : Finset α) : ℂ :=
  if r ∈ D ∧ p ∉ D.erase r ∧ R = insert p (D.erase r) then
    phase D r * phase (D.erase r) p else 0
```

This is $\langle R|a_p^\dagger a_r|D\rangle$. The condition after `if` says that $r$ is occupied in $D$, that $p$ is empty once $r$ has been removed, and that the resulting determinant is $R$. If it holds, the value is the product of two signs; otherwise it is zero.

```lean
/-- The matrix element `⟨R| a†_p a†_q a_s a_r |D⟩` between two determinants. -/
def twoBody (p q r s : α) (R D : Finset α) : ℂ :=
  if r ∈ D ∧ s ∈ D.erase r ∧ q ∉ (D.erase r).erase s ∧
      p ∉ insert q ((D.erase r).erase s) ∧ R = insert p (insert q ((D.erase r).erase s)) then
    phase D r * phase (D.erase r) s * phase ((D.erase r).erase s) q *
      phase (insert q ((D.erase r).erase s)) p else 0
```

The two-body element $\langle R|a_p^\dagger a_q^\dagger a_s a_r|D\rangle$ is read from right to left: remove $r$, remove $s$, add $q$, add $p$. Each operator contributes the sign belonging to the determinant on which it acts.

```lean
/-- The matrix element `⟨R|H|D⟩` of the electronic Hamiltonian with one-body integrals `h`
and two-body integrals `g`. -/
def hamiltonian (h : α → α → ℂ) (g : α → α → α → α → ℂ) (R D : Finset α) : ℂ :=
  ∑ p, ∑ r, h p r * oneBody p r R D +
    (1 / 2) * ∑ p, ∑ q, ∑ r, ∑ s, g p q r s * twoBody p q r s R D
```

In ordinary notation,

$$\langle R|H|D\rangle=\sum_{pr}h_{pr}\langle R|a_p^\dagger a_r|D\rangle+\tfrac12\sum_{pqrs}g_{pqrs}\langle R|a_p^\dagger a_q^\dagger a_s a_r|D\rangle .$$

With this operator order, $g_{pqrs}$ is the physicists' integral $\langle pq|rs\rangle$. The integrals are arbitrary complex numbers; neither Hermiticity nor any permutation symmetry is required.

```lean
/-- The `o`-electron determinants with a nonzero Hamiltonian element in the row of `R`. -/
def coupled (h : α → α → ℂ) (g : α → α → α → α → ℂ) (o : ℕ) (R : Finset α) :
    Finset (Finset α) :=
  {D ∈ powersetCard o univ | hamiltonian h g R D ≠ 0}
```

`coupled h g o R` collects the $o$-electron determinants $D$ with $\langle R|H|D\rangle\neq0$. The diagonal entry is included when it is nonzero. `powersetCard o univ` is the set of all $o$-element subsets of the orbitals.

```lean
/-- The number of determinants reached by no, one or two replacements, for `o` occupied
and `v` empty spin orbitals. -/
def rowBound (o v : ℕ) : ℕ := 1 + o * v + o.choose 2 * v.choose 2
```

With $o$ occupied and $v$ empty spin orbitals, `rowBound o v` is $1+ov+\binom o2\binom v2$.

## Counting holes and particles

```lean
/-- Exactly `binom(o,m) binom(v,m)` determinants differ from the reference `R` by
`m` replacements. -/
theorem card_excitations {o v : ℕ} {R : Finset α} (hα : Fintype.card α = o + v)
    (hR : R.card = o) (m : ℕ) :
    #{D ∈ powersetCard o (univ : Finset α) | #(R \ D) = m} = o.choose m * v.choose m := by
  have hv : (Rᶜ).card = v := by
    rw [Finset.card_compl]
    omega
  -- a determinant is the same thing as its set of holes and its set of particles
  have key : #{D ∈ powersetCard o (univ : Finset α) | #(R \ D) = m} =
      #(powersetCard m R ×ˢ powersetCard m Rᶜ) := by
    refine Finset.card_bij' (fun D _ => (R \ D, D \ R)) (fun x _ => (R \ x.1) ∪ x.2)
      ?_ ?_ ?_ ?_
    · intro D hD
      simp only [mem_filter, mem_powersetCard, mem_product] at hD ⊢
      obtain ⟨⟨-, hDo⟩, hm⟩ := hD
      have h1 := Finset.card_sdiff_add_card_inter R D
      have h2 := Finset.card_sdiff_add_card_inter D R
      rw [Finset.inter_comm D R] at h2
      exact ⟨⟨Finset.sdiff_subset, hm⟩,
        ⟨fun x hx => mem_compl.2 (mem_sdiff.1 hx).2, by omega⟩⟩
    · rintro ⟨a, b⟩ hx
      simp only [mem_filter, mem_powersetCard, mem_product] at hx ⊢
      obtain ⟨⟨ha, ham⟩, hb, hbm⟩ := hx
      have hd : Disjoint (R \ a) b := Finset.disjoint_left.2
        fun x hx hxb => mem_compl.1 (hb hxb) (mem_sdiff.1 hx).1
      have h1 := Finset.card_sdiff_add_card_eq_card ha
      have h2 : R \ ((R \ a) ∪ b) = a := by
        ext x
        have h3 := @ha x
        have h4 := @hb x
        simp only [mem_compl] at h4
        simp only [mem_sdiff, mem_union]
        tauto
      refine ⟨⟨Finset.subset_univ _, ?_⟩, ?_⟩
      · rw [Finset.card_union_of_disjoint hd]
        omega
      · rw [h2, ham]
    · intro D _
      ext x
      simp only [mem_sdiff, mem_union]
      tauto
    · rintro ⟨a, b⟩ hx
      simp only [mem_powersetCard, mem_product] at hx
      obtain ⟨⟨ha, -⟩, hb, -⟩ := hx
      refine Prod.ext ?_ ?_ <;>
      · ext x
        have h3 := @ha x
        have h4 := @hb x
        simp only [mem_compl] at h4
        simp only [mem_sdiff, mem_union]
        tauto
  rw [key, card_product, card_powersetCard, card_powersetCard, hR, hv]
```

A theorem in Lean lists its hypotheses before the colon, its claim after it, and its proof after `:=`. Here `hα` says that there are $o+v$ orbitals and `hR` that $R$ has $o$ electrons. The claim is that exactly $\binom om\binom vm$ determinants $D$ satisfy $|R\setminus D|=m$, where $R\setminus D$ is the set of orbitals occupied in $R$ but not in $D$.

By hand, send $D$ to its holes $A=R\setminus D$ and its particles $B=D\setminus R$. Since $|R|=|D|=o$,

$$|B|=o-|R\cap D|=|R\setminus D|=m .$$

Conversely, $m$ holes $A\subseteq R$ and $m$ particles $B$ outside $R$ give $D=(R\setminus A)\cup B$, which has $(o-m)+m=o$ electrons. The two maps undo each other, and there are $\binom om$ choices of $A$ and $\binom vm$ of $B$. If $m$ exceeds $o$ or $v$, both sides are zero.

The proof hands both maps to `Finset.card_bij'`, which leaves four goals: each map lands in the right set, and each composition is the identity. `omega` does the integer arithmetic, and `tauto` settles whether an orbital belongs to a set.

The hypothesis `hR` matters. Take two orbitals, $o=v=1$, and $R=\emptyset$. Both one-electron determinants then satisfy $|R\setminus D|=0$, whereas the formula for $m=0$ gives 1.

## Two creation operators reach at most two replacements

```lean
/-- Slater–Condon selection rule: the Hamiltonian does not couple determinants that differ
by more than two replacements. -/
theorem slater_condon (h : α → α → ℂ) (g : α → α → α → α → ℂ) {R D : Finset α}
    (hRD : 2 < #(R \ D)) : hamiltonian h g R D = 0 := by
  -- each creation operator adds at most one orbital that is absent from `D`
  have h1 : ∀ p r, oneBody p r R D = 0 := by
    intro p r
    refine if_neg ?_
    rintro ⟨-, -, hR⟩
    have hs : R \ D ⊆ {p} := by
      intro x hx
      simp only [hR, mem_sdiff, mem_insert, mem_erase] at hx
      simp only [mem_singleton]
      tauto
    have hc := Finset.card_le_card hs
    rw [Finset.card_singleton] at hc
    omega
  have h2 : ∀ p q r s, twoBody p q r s R D = 0 := by
    intro p q r s
    refine if_neg ?_
    rintro ⟨-, -, -, -, hR⟩
    have hs : R \ D ⊆ {p, q} := by
      intro x hx
      simp only [hR, mem_sdiff, mem_insert, mem_erase] at hx
      simp only [mem_insert, mem_singleton]
      tauto
    have hc := (Finset.card_le_card hs).trans Finset.card_le_two
    omega
  simp [hamiltonian, h1, h2]
```

If $|R\setminus D|>2$, then $\langle R|H|D\rangle=0$. This is the selection rule among the Slater–Condon rules; the formulas for the surviving elements are not derived here.

A nonzero one-body element requires $R=(D\setminus\{r\})\cup\{p\}$, so the only orbital of $R$ that can be missing from $D$ is $p$, and $|R\setminus D|\le1$. A nonzero two-body element likewise requires $R\setminus D\subseteq\{p,q\}$, hence $|R\setminus D|\le2$. Both contradict the hypothesis, so every term of the Hamiltonian vanishes.

In the proof, `h1` and `h2` are these two statements. `if_neg` reduces each to showing that the condition after `if` is false, and `hs` is the inclusion of $R\setminus D$ in $\{p\}$ or $\{p,q\}$. The final `simp` inserts the zeros into the sums.

In a program that stores determinants as bit strings, the same test counts the set bits of `R & ~D`. If there are more than two, the element is skipped without touching an integral. A direct CI code can avoid even this scan by generating only the single and double replacements of each determinant.

```lean
/-- The determinants within two replacements of the reference number exactly
`1 + ov + binom(o,2) binom(v,2)`. -/
theorem card_up_to_doubles {o v : ℕ} {R : Finset α} (hα : Fintype.card α = o + v)
    (hR : R.card = o) :
    #{D ∈ powersetCard o (univ : Finset α) | #(R \ D) ≤ 2} = rowBound o v := by
  have hm : ∀ m ∈ range 3,
      #{D ∈ {D ∈ powersetCard o (univ : Finset α) | #(R \ D) ≤ 2} | #(R \ D) = m} =
        o.choose m * v.choose m := by
    intro m hm
    have hm3 := mem_range.1 hm
    rw [← card_excitations hα hR m, Finset.filter_filter]
    congr 1
    apply Finset.filter_congr
    intro D _
    exact ⟨fun h => h.2, fun h => ⟨by omega, h⟩⟩
  -- sort the determinants by excitation rank
  refine (Finset.card_eq_sum_card_fiberwise (f := fun D => #(R \ D)) (t := range 3) ?_).trans
    ((Finset.sum_congr rfl hm).trans (by simp [Finset.sum_range_succ, rowBound]))
  intro D hD
  have h2 := (Finset.mem_filter.1 (Finset.mem_coe.1 hD)).2
  exact Finset.mem_coe.2 (mem_range.2 (Nat.lt_succ_of_le h2))
```

The determinants with $|R\setminus D|\le2$ are sorted by $m=0,1,2$, and the counts are added:

$$\binom o0\binom v0+\binom o1\binom v1+\binom o2\binom v2=1+ov+\binom o2\binom v2 .$$

`Finset.card_eq_sum_card_fiberwise` does the sorting, and `hm` supplies each count from `card_excitations`.

```lean
/-- Each row of the Hamiltonian matrix has at most `1 + ov + binom(o,2) binom(v,2)`
nonzero entries. -/
theorem card_coupled_le (h : α → α → ℂ) (g : α → α → α → α → ℂ) {o v : ℕ} {R : Finset α}
    (hα : Fintype.card α = o + v) (hR : R.card = o) : #(coupled h g o R) ≤ rowBound o v := by
  rw [← card_up_to_doubles hα hR]
  apply Finset.card_le_card
  intro D hD
  obtain ⟨hD1, hD2⟩ := Finset.mem_filter.1 hD
  exact Finset.mem_filter.2 ⟨hD1, not_lt.1 fun hlt => hD2 (slater_condon h g hlt)⟩
```

Every determinant coupled to $R$ lies within two replacements of it, since otherwise `slater_condon` would make its element zero. The coupled determinants are therefore a subset of those just counted, and the row has at most $1+ov+\binom o2\binom v2$ nonzero entries. This is an upper bound: further entries can be zero, for instance when all the integrals contributing to them vanish by spin or spatial symmetry.

## A quartic against an exponential

```lean
/-- At half filling the number of determinants is at least `2^n`. -/
theorem two_pow_le_choose (n : ℕ) : 2 ^ n ≤ (2 * n).choose n := by
  rw [← Nat.centralBinom_eq_two_mul_choose]
  induction n with
  | zero => simp
  | succ n ih =>
    refine Nat.le_of_mul_le_mul_left ?_ (Nat.succ_pos n)
    calc (n + 1) * 2 ^ (n + 1) = 2 * (n + 1) * 2 ^ n := by ring
      _ ≤ 2 * (2 * n + 1) * Nat.centralBinom n := Nat.mul_le_mul (by omega) ih
      _ = (n + 1) * Nat.centralBinom (n + 1) := (Nat.succ_mul_centralBinom_succ n).symm
```

At half filling $o=v=n$, and the number of determinants is $\binom{2n}n$. The claim $2^n\le\binom{2n}n$ is proved by induction. For $n=0$ both sides are 1. For the step,

$$(n+1)\binom{2n+2}{n+1}=2(2n+1)\binom{2n}n\ge 2(n+1)\,2^n=(n+1)\,2^{n+1},$$

and dividing by $n+1$ gives the result. The `calc` block is this chain read from right to left, with `Nat.centralBinom n` standing for $\binom{2n}n$.

```lean
/-- For `o = v = n` the ratio of `1 + n² + binom(n,2)²` to the number `binom(2n,n)` of
determinants tends to zero. -/
theorem tendsto_rowBound_ratio :
    Tendsto (fun n : ℕ => (rowBound n n : ℝ) / ((2 * n).choose n : ℝ)) atTop (𝓝 0) := by
  have t (k : ℕ) := tendsto_pow_const_div_const_pow_of_one_lt k (one_lt_two : (1 : ℝ) < 2)
  have hlim : Tendsto (fun n : ℕ => (n : ℝ) ^ 0 / 2 ^ n + (n : ℝ) ^ 2 / 2 ^ n +
      (n : ℝ) ^ 4 / 2 ^ n) atTop (𝓝 0) := by
    simpa only [add_zero] using ((t 0).add (t 2)).add (t 4)
  refine squeeze_zero (fun n => by positivity) (fun n => ?_) hlim
  -- a quartic polynomial against an exponential
  have hN : rowBound n n ≤ 1 + n ^ 2 + n ^ 4 := by
    have c : n.choose 2 ≤ n * n := by
      rw [Nat.choose_two_right]
      exact (Nat.div_le_self _ _).trans (Nat.mul_le_mul_left n (Nat.sub_le n 1))
    have c2 := Nat.mul_le_mul c c
    unfold rowBound
    nlinarith
  have h1 : (rowBound n n : ℝ) ≤ 1 + (n : ℝ) ^ 2 + (n : ℝ) ^ 4 := by exact_mod_cast hN
  have h2 : (2 : ℝ) ^ n ≤ ((2 * n).choose n : ℝ) := by exact_mod_cast two_pow_le_choose n
  calc (rowBound n n : ℝ) / ((2 * n).choose n : ℝ)
      ≤ (1 + (n : ℝ) ^ 2 + (n : ℝ) ^ 4) / 2 ^ n :=
        div_le_div₀ (by positivity) h1 (by positivity) h2
    _ = _ := by ring
```

`Tendsto … atTop (𝓝 0)` means that the expression tends to zero as $n\to\infty$. Since $\binom n2\le n^2$,

$$0\le\frac{1+n^2+\binom n2^2}{\binom{2n}n}\le\frac{1+n^2+n^4}{2^n}\longrightarrow0 .$$

The fact `hN` bounds the numerator, `two_pow_le_choose` bounds the denominator, and `hlim` gives the limit of the right-hand side. `squeeze_zero` then draws the conclusion.

## One threshold for all integrals and all rows

```lean
/-- Sparsity at half filling: for every `ε > 0` and all large enough `n`, the fraction of
nonzero entries in any row of any such Hamiltonian for `n` electrons in `2n` spin orbitals
is below `ε`. -/
theorem hamiltonian_rows_sparse {ε : ℝ} (hε : 0 < ε) :
    ∀ᶠ n : ℕ in atTop, ∀ (h : Fin (2 * n) → Fin (2 * n) → ℂ)
      (g : Fin (2 * n) → Fin (2 * n) → Fin (2 * n) → Fin (2 * n) → ℂ)
      (R : Finset (Fin (2 * n))), R.card = n →
        (#(coupled h g n R) : ℝ) / ((2 * n).choose n : ℝ) < ε := by
  filter_upwards [(tendsto_order.1 tendsto_rowBound_ratio).2 ε hε] with n hn h g R hR
  have hb : #(coupled h g n R) ≤ rowBound n n :=
    card_coupled_le h g (by rw [Fintype.card_fin]; ring) hR
  exact lt_of_le_of_lt
    (div_le_div_of_nonneg_right (Nat.cast_le.2 hb) (Nat.cast_nonneg _)) hn

end

end ExcitationCounting
```

The symbol `∀ᶠ n … in atTop` means "for all sufficiently large $n$". The orbitals are now `Fin (2 * n)`, that is, the labels $0,\dots,2n-1$. For every $\varepsilon>0$ there is a threshold beyond which

$$\frac{\#\{D:\langle R|H|D\rangle\ne0\}}{\binom{2n}n}<\varepsilon$$

for all integrals $h$ and $g$ and every $n$-electron determinant $R$. Because `h`, `g` and `R` are introduced after `n`, the threshold depends on $\varepsilon$ alone.

The proof takes the $n$ for which the ratio in `tendsto_rowBound_ratio` is below $\varepsilon$, then uses `card_coupled_le` to put the actual row count under the bound.

The limit concerns half filling only, and the denominator counts all $n$-electron determinants, without restriction to a spin or symmetry sector. Sparsity also does not make full configuration interaction cheap: the matrix still has $\binom{2n}n\ge2^n$ rows.

```lean
#print axioms ExcitationCounting.hamiltonian_rows_sparse
```

```
'ExcitationCounting.hamiltonian_rows_sparse' depends on axioms: [propext, Classical.choice, Quot.sound]
```
